# Cholesky factor of a matrix with nonpositive off-diagonal entries: signs of $L$, $L^{-1}$ and $S^{-1}$

A real-space code obtains the Hartree potential $v$ from the electron density $\rho$ by solving $-\nabla^2 v = 4\pi\rho$ in atomic units. Take the simplest model: a cubic grid of spacing $h$, the second-order stencil and $v = 0$ on the walls of the box (a grounded box; practical codes commonly use higher-order stencils, nonzero boundary values for isolated systems and iterative solvers). The equation then becomes a linear system $S x = b$. The vector $x$ holds the grid values of $v$, the vector $b$ holds those of $4\pi h^2 \rho$, and $S$ has $6$ on the diagonal and $-1$ between neighbouring points. A direct solver factors $S = L L^{T}$ and makes one forward and one backward sweep. A nonnegative density should give a nonnegative potential. In exact arithmetic it does, provided that $S$ has a Cholesky factor and no positive off-diagonal entry.

## The sign pattern

Indices run from $0$ to $n-1$, as in the Lean file, and an inequality such as $x \ge 0$ for a vector or matrix is meant entry by entry. Let $S$ and $L$ be real $n \times n$ matrices with

$$L_{ij} = 0 \ \ (i<j), \qquad L_{ii} > 0, \qquad S = L L^{T}, \qquad S_{ij} \le 0 \ \ (i \ne j).$$

Then $L_{ij} \le 0$ for $i \ne j$, both $L$ and $S$ are invertible, $L^{-1} \ge 0$ and $S^{-1} \ge 0$. Consequently $S x \ge 0$ implies $x \ge 0$. The condition on $S_{ij}$ expresses that grid points are coupled as in the second-order discretisation of $-\nabla^2$ or a hopping matrix element $-t$ with $t \ge 0$: raising $x_j$ never raises $(Sx)_i$ at another point $i \ne j$.

## Poisson solves, inverse iteration and the triangular sweeps

For the Poisson problem $S^{-1}$ is, up to a positive factor, the discrete Green's function of $-\nabla^2$, and $S^{-1} \ge 0$ is a property of $S$, whichever solver is used. The same structure occurs for a single particle in a local potential, with grid Hamiltonian $H$ built on the second-order stencil: for a shift $\sigma$ below the lowest eigenvalue, $S = H - \sigma I$, with $I$ the identity, is positive definite and has nonpositive off-diagonal entries, so inverse iteration from a nonnegative starting vector stays nonnegative. The sign condition fails for the standard fourth-order stencil with five points per axis, which gives second neighbours along an axis a positive entry (the compact fourth-order Mehrstellen stencil for the Poisson equation does satisfy it), and for the overlap matrix of two or more primitive $s$-type Gaussians, whose entries are all positive.

In code, the forward sweep that solves $L y = b$ reads

$$y_i = \frac{1}{L_{ii}}\Big(b_i + \sum_{k<i} |L_{ik}|\, y_k\Big),$$

so for $b \ge 0$ it adds only nonnegative numbers, and the backward sweep with $L^{T}$ has the same form. A cheap assertion follows from the theorem: a positive entry below the diagonal of the exact factor means that $S$ was assembled with a positive off-diagonal entry. Passing the assertion does not show that $S$ has nonpositive off-diagonal entries, as the counterexample below shows, although by steps 3 and 4 below it is already enough for $L^{-1} \ge 0$ and $S^{-1} \ge 0$.

## From the columns of $L$ to the inverse of $S$

1. *$L$ is invertible.* Suppose $L x = 0$ and $x_k = 0$ for all $k < i$. Row $i$ reads $L_{ii} x_i + \sum_{k \ne i} L_{ik} x_k = 0$. Terms with $k<i$ vanish because $x_k = 0$, and terms with $k>i$ vanish because $L_{ik} = 0$. Hence $L_{ii} x_i = 0$ and $x_i = 0$. So $x = 0$ and $\det L \ne 0$. Moreover $S^{T} = (L L^{T})^{T} = S$, and $x^{T} S x = |L^{T} x|^2 > 0$ for $x \ne 0$, since $\det L^{T} = \det L \ne 0$.

2. *Signs of $L$.* Proceed column by column, and assume $L_{mk} \le 0$ for all $k<j$ and $m>k$. For $i>j$,
$$S_{ij} = L_{ij} L_{jj} + \sum_{k \ne j} L_{ik} L_{jk}.$$
For $k<j$ both $i$ and $j$ exceed $k$, so the term is a product of two nonpositive numbers. For $k>j$ it is zero because $L_{jk} = 0$. The sum is therefore nonnegative, $L_{ij} L_{jj} \le S_{ij} \le 0$, and $L_{jj} > 0$ gives $L_{ij} \le 0$. Column $0$ needs no assumption, since there $S_{i0} = L_{i0} L_{00}$.

3. *Forward substitution keeps signs.* Suppose $L x \ge 0$ and $x_k \ge 0$ for all $k<i$. Then
$$L_{ii} x_i = (Lx)_i - \sum_{k \ne i} L_{ik} x_k \ge 0,$$
because each term of the sum is nonpositive ($k<i$) or zero ($k>i$). Hence $x_i \ge 0$.

4. *The inverses.* Column $j$ of $L^{-1}$ solves $L x = e_j$, where $e_j \ge 0$ is the $j$-th unit vector, so step 3 gives $L^{-1} \ge 0$. Next, $S\,(L^{-1})^{T} L^{-1} = L\,(L^{-1}L)^{T} L^{-1} = I$, so
$$(S^{-1})_{ij} = \sum_k (L^{-1})_{ki} (L^{-1})_{kj} \ge 0,$$
and $\det S = (\det L)^2 \ne 0$. Finally, if $b = S x \ge 0$, then $x_i = \sum_k (S^{-1})_{ik} b_k \ge 0$.

The argument carries over to $S = \tilde L D \tilde L^{T}$ with $\tilde L$ unit lower triangular and $D$ diagonal and positive. Putting $L = \tilde L D^{1/2}$ rescales each column by a positive number, so $\tilde L$ has nonpositive off-diagonal entries and $\tilde L^{-1} = D^{1/2} L^{-1} \ge 0$.

## The Lean file

```lean
import Mathlib

open Matrix Finset

namespace CholeskySignPattern

variable {n : ℕ}

/-- `L` is a Cholesky factor of `S`: lower triangular, positive diagonal, and `S = L Lᵀ`. -/
structure IsCholeskyFactor (S L : Matrix (Fin n) (Fin n) ℝ) : Prop where
  lower : ∀ i j, i < j → L i j = 0
  diag_pos : ∀ i, 0 < L i i
  factor : S = L * Lᵀ

/-- All off-diagonal entries of `A` are nonpositive. -/
def OffDiagNonpos (A : Matrix (Fin n) (Fin n) ℝ) : Prop := ∀ i j, i ≠ j → A i j ≤ 0

/-- All entries of `A` are nonnegative. -/
def EntrywiseNonneg (A : Matrix (Fin n) (Fin n) ℝ) : Prop := ∀ i j, 0 ≤ A i j

/-- A lower triangular matrix with positive diagonal has nonzero determinant. -/
theorem det_ne_zero_of_lower {L : Matrix (Fin n) (Fin n) ℝ}
    (hlow : ∀ i j, i < j → L i j = 0) (hpos : ∀ i, 0 < L i i) : L.det ≠ 0 := by
  intro hdet
  obtain ⟨x, hx, hLx⟩ := Matrix.exists_mulVec_eq_zero_iff.mpr hdet
  apply hx
  funext i
  show x i = 0
  -- forward substitution with zero right-hand side
  induction i using WellFoundedLT.induction with
  | _ i ih =>
    have hsum : L i i * x i + ∑ k ∈ univ.erase i, L i k * x k = 0 :=
      (Finset.add_sum_erase _ (fun k => L i k * x k) (mem_univ i)).trans (congrFun hLx i)
    have hrest : ∑ k ∈ univ.erase i, L i k * x k = 0 := by
      refine Finset.sum_eq_zero fun k hk => ?_
      rcases lt_or_gt_of_ne (Finset.ne_of_mem_erase hk) with hk' | hk'
      · rw [ih k hk', mul_zero]
      · rw [hlow i k hk', zero_mul]
    rw [hrest, add_zero] at hsum
    exact (mul_eq_zero.mp hsum).resolve_left (hpos i).ne'

/-- A matrix that has a Cholesky factor is symmetric and positive definite. -/
theorem symm_posDef_of_cholesky {S L : Matrix (Fin n) (Fin n) ℝ} (h : IsCholeskyFactor S L) :
    Sᵀ = S ∧ ∀ x : Fin n → ℝ, x ≠ 0 → 0 < x ⬝ᵥ S *ᵥ x := by
  constructor
  · rw [h.factor, Matrix.transpose_mul, Matrix.transpose_transpose]
  · intro x hx
    have hy : Lᵀ *ᵥ x ≠ 0 := by
      intro h0
      have hd : (Lᵀ).det = 0 := Matrix.exists_mulVec_eq_zero_iff.mp ⟨x, hx, h0⟩
      rw [Matrix.det_transpose] at hd
      exact det_ne_zero_of_lower h.lower h.diag_pos hd
    -- the quadratic form is the squared length of `Lᵀ x`
    have hq : x ⬝ᵥ S *ᵥ x = (Lᵀ *ᵥ x) ⬝ᵥ (Lᵀ *ᵥ x) := by
      rw [h.factor, ← Matrix.mulVec_mulVec, Matrix.dotProduct_mulVec, Matrix.mulVec_transpose]
    have hnn : 0 ≤ (Lᵀ *ᵥ x) ⬝ᵥ (Lᵀ *ᵥ x) :=
      Finset.sum_nonneg fun k _ => mul_self_nonneg _
    rw [hq]
    exact lt_of_le_of_ne hnn fun h0 => hy (dotProduct_self_eq_zero.mp h0.symm)

/-- If `S` has nonpositive off-diagonal entries, so has its Cholesky factor. -/
theorem factor_offDiagNonpos {S L : Matrix (Fin n) (Fin n) ℝ} (h : IsCholeskyFactor S L)
    (hS : OffDiagNonpos S) : OffDiagNonpos L := by
  have key : ∀ j i : Fin n, j < i → L i j ≤ 0 := by
    intro j
    -- column by column, from left to right
    induction j using WellFoundedLT.induction with
    | _ j ih =>
      intro i hji
      have hsum : S i j = L i j * L j j + ∑ k ∈ univ.erase j, L i k * L j k := by
        rw [h.factor, Matrix.mul_apply]
        exact (Finset.add_sum_erase _ (fun k => L i k * L j k) (mem_univ j)).symm
      -- earlier columns contribute products of two nonpositive entries
      have hrest : 0 ≤ ∑ k ∈ univ.erase j, L i k * L j k := by
        refine Finset.sum_nonneg fun k hk => ?_
        rcases lt_or_gt_of_ne (Finset.ne_of_mem_erase hk) with hk' | hk'
        · exact mul_nonneg_iff.mpr (Or.inr ⟨ih k hk' i (hk'.trans hji), ih k hk' j hk'⟩)
        · rw [h.lower j k hk', mul_zero]
      have hSij : S i j ≤ 0 := hS i j hji.ne'
      by_contra hc
      have := mul_pos (not_le.mp hc) (h.diag_pos j)
      linarith
  intro i j hij
  rcases lt_or_gt_of_ne hij with hlt | hgt
  · exact (h.lower i j hlt).le
  · exact key j i hgt

/-- For lower triangular `L` with positive diagonal and nonpositive off-diagonal entries,
`L x ≥ 0` componentwise implies `x ≥ 0` componentwise. -/
theorem forward_substitution_nonneg {L : Matrix (Fin n) (Fin n) ℝ}
    (hlow : ∀ i j, i < j → L i j = 0) (hpos : ∀ i, 0 < L i i) (hL : OffDiagNonpos L)
    {x : Fin n → ℝ} (hb : ∀ i, 0 ≤ (L *ᵥ x) i) (i : Fin n) : 0 ≤ x i := by
  induction i using WellFoundedLT.induction with
  | _ i ih =>
    have hsum : L i i * x i + ∑ k ∈ univ.erase i, L i k * x k = (L *ᵥ x) i :=
      Finset.add_sum_erase _ (fun k => L i k * x k) (mem_univ i)
    -- components already found enter row `i` with a nonpositive contribution
    have hrest : ∑ k ∈ univ.erase i, L i k * x k ≤ 0 := by
      refine Finset.sum_nonpos fun k hk => ?_
      rcases lt_or_gt_of_ne (Finset.ne_of_mem_erase hk) with hk' | hk'
      · exact mul_nonpos_iff.mpr (Or.inr ⟨hL i k hk'.ne', ih k hk'⟩)
      · rw [hlow i k hk', zero_mul]
    by_contra hc
    have h1 := mul_neg_of_pos_of_neg (hpos i) (not_le.mp hc)
    have h2 := hb i
    linarith

/-- Let `S = L Lᵀ` with `L` lower triangular with positive diagonal, and let `S` have nonpositive
off-diagonal entries. Then `L` has nonpositive off-diagonal entries, `L` and `S` are invertible,
and `L⁻¹` and `S⁻¹` are entrywise nonnegative. -/
theorem cholesky_sign_pattern {S L : Matrix (Fin n) (Fin n) ℝ} (h : IsCholeskyFactor S L)
    (hS : OffDiagNonpos S) :
    OffDiagNonpos L ∧ (IsUnit L.det ∧ EntrywiseNonneg L⁻¹) ∧
      (IsUnit S.det ∧ EntrywiseNonneg S⁻¹) := by
  have hL := factor_offDiagNonpos h hS
  have hu : IsUnit L.det := isUnit_iff_ne_zero.mpr (det_ne_zero_of_lower h.lower h.diag_pos)
  -- each column of `L⁻¹` solves `L x = e_j`
  have hinv : EntrywiseNonneg L⁻¹ := by
    intro i j
    refine forward_substitution_nonneg h.lower h.diag_pos hL (x := fun k => L⁻¹ k j) ?_ i
    intro k
    have e : (L *ᵥ fun m => L⁻¹ m j) k = (L * L⁻¹) k j := by
      rw [Matrix.mul_apply]
      rfl
    rw [e, Matrix.mul_nonsing_inv L hu, Matrix.one_apply]
    split_ifs <;> norm_num
  -- `S⁻¹ = L⁻ᵀ L⁻¹`
  have hSinv : S⁻¹ = (L⁻¹)ᵀ * L⁻¹ := by
    apply Matrix.inv_eq_right_inv
    have ht : Lᵀ * (L⁻¹)ᵀ = 1 := by
      rw [← Matrix.transpose_mul, Matrix.nonsing_inv_mul L hu, Matrix.transpose_one]
    calc S * ((L⁻¹)ᵀ * L⁻¹) = L * (Lᵀ * (L⁻¹)ᵀ) * L⁻¹ := by
          rw [h.factor]
          simp only [Matrix.mul_assoc]
      _ = 1 := by rw [ht, Matrix.mul_one, Matrix.mul_nonsing_inv L hu]
  refine ⟨hL, ⟨hu, hinv⟩, ?_, ?_⟩
  · rw [h.factor, Matrix.det_mul, Matrix.det_transpose]
    exact hu.mul hu
  · intro i j
    rw [hSinv, Matrix.mul_apply]
    exact Finset.sum_nonneg fun k _ => mul_nonneg (hinv k i) (hinv k j)

/-- If `S` has a Cholesky factor and nonpositive off-diagonal entries, then `S x ≥ 0`
componentwise implies `x ≥ 0` componentwise. -/
theorem solution_nonneg {S L : Matrix (Fin n) (Fin n) ℝ} (h : IsCholeskyFactor S L)
    (hS : OffDiagNonpos S) {x : Fin n → ℝ} (hb : ∀ i, 0 ≤ (S *ᵥ x) i) (i : Fin n) :
    0 ≤ x i := by
  obtain ⟨-, -, hu, hnn⟩ := cholesky_sign_pattern h hS
  have hx : S⁻¹ *ᵥ (S *ᵥ x) = x := by
    rw [Matrix.mulVec_mulVec, Matrix.nonsing_inv_mul S hu, Matrix.one_mulVec]
  have hsum : ∀ (A : Matrix (Fin n) (Fin n) ℝ) (b : Fin n → ℝ),
      (A *ᵥ b) i = ∑ k, A i k * b k := by
    intro A b
    rfl
  have hi : 0 ≤ (S⁻¹ *ᵥ (S *ᵥ x)) i := by
    rw [hsum S⁻¹ (S *ᵥ x)]
    exact Finset.sum_nonneg fun k _ => mul_nonneg (hnn i k) (hb k)
  rwa [hx] at hi

/-- A tridiagonal three-site chain matrix with nearest-neighbour entries `-1`. -/
def chainS : Matrix (Fin 3) (Fin 3) ℝ := !![1, -1, 0; -1, 2, -1; 0, -1, 2]

/-- A lower bidiagonal matrix with unit diagonal and subdiagonal `-1`. -/
def chainL : Matrix (Fin 3) (Fin 3) ℝ := !![1, 0, 0; -1, 1, 0; 0, -1, 1]

/-- The chain matrix has Cholesky factor `chainL` and nonpositive off-diagonal entries. -/
theorem cholesky_sign_pattern_witness :
    IsCholeskyFactor chainS chainL ∧ OffDiagNonpos chainS := by
  refine ⟨⟨?_, ?_, ?_⟩, ?_⟩
  · intro i j hij
    fin_cases i <;> fin_cases j <;>
      first | (simp [chainL]; done) | exact absurd hij (by decide)
  · intro i
    fin_cases i <;> simp [chainL]
  · ext i j
    fin_cases i <;> fin_cases j <;>
      simp [chainS, chainL, Matrix.mul_apply, Fin.sum_univ_succ] <;> norm_num
  · intro i j hij
    fin_cases i <;> fin_cases j <;>
      first | exact absurd rfl hij | simp [chainS]

/-- A symmetric three-site matrix with the entry `+1` between the second and third site. -/
def starS : Matrix (Fin 3) (Fin 3) ℝ := !![1, -1, -1; -1, 2, 1; -1, 1, 2]

/-- A unit lower triangular matrix with `-1` below the diagonal in the first column. -/
def starL : Matrix (Fin 3) (Fin 3) ℝ := !![1, 0, 0; -1, 1, 0; -1, 0, 1]

/-- The Cholesky factor `starL` of `starS` has nonpositive off-diagonal entries, while `starS`
does not. -/
theorem converse_fails :
    IsCholeskyFactor starS starL ∧ OffDiagNonpos starL ∧ ¬ OffDiagNonpos starS := by
  refine ⟨⟨?_, ?_, ?_⟩, ?_, ?_⟩
  · intro i j hij
    fin_cases i <;> fin_cases j <;>
      first | (simp [starL]; done) | exact absurd hij (by decide)
  · intro i
    fin_cases i <;> simp [starL]
  · ext i j
    fin_cases i <;> fin_cases j <;>
      simp [starS, starL, Matrix.mul_apply, Fin.sum_univ_succ] <;> norm_num
  · intro i j hij
    fin_cases i <;> fin_cases j <;>
      first | exact absurd rfl hij | simp [starL]
  · intro h
    have h12 := h 1 2 (by decide)
    have e : starS 1 2 = 1 := rfl
    linarith

end CholeskySignPattern
```

```lean
#print axioms CholeskySignPattern.symm_posDef_of_cholesky
-- 'CholeskySignPattern.symm_posDef_of_cholesky' depends on axioms: [propext, Classical.choice, Quot.sound]
#print axioms CholeskySignPattern.factor_offDiagNonpos
-- 'CholeskySignPattern.factor_offDiagNonpos' depends on axioms: [propext, Classical.choice, Quot.sound]
#print axioms CholeskySignPattern.solution_nonneg
-- 'CholeskySignPattern.solution_nonneg' depends on axioms: [propext, Classical.choice, Quot.sound]
#print axioms CholeskySignPattern.converse_fails
-- 'CholeskySignPattern.converse_fails' depends on axioms: [propext, Classical.choice, Quot.sound]
```

## The theorems in words

Matrices have type `Matrix (Fin n) (Fin n) ℝ`, `Lᵀ` is the transpose, `S *ᵥ x` is $Sx$ and `⬝ᵥ` is the Euclidean dot product. The structure `IsCholeskyFactor S L` collects three conditions: `lower` is $L_{ij}=0$ for $i<j$, `diag_pos` is $L_{ii}>0$, which fixes the sign of each column, and `factor` is $S = LL^{T}$. The predicates `OffDiagNonpos` and `EntrywiseNonneg` are the two sign patterns, both with non-strict inequalities.

The main theorem `cholesky_sign_pattern` takes `h : IsCholeskyFactor S L` and `hS : OffDiagNonpos S`. It concludes `OffDiagNonpos L`, `IsUnit L.det ∧ EntrywiseNonneg L⁻¹` and `IsUnit S.det ∧ EntrywiseNonneg S⁻¹`. Over the reals `IsUnit L.det` means $\det L \neq 0$. It matters here because Mathlib assigns the zero matrix to the inverse of a singular matrix, and zero is entrywise nonnegative. Symmetry and positive definiteness of $S$ are not hypotheses: `symm_posDef_of_cholesky` derives both from `h`, and the main theorem does not use them. The corollary `solution_nonneg` is the statement that $Sx \ge 0$ gives $x \ge 0$.

## How the tactics follow steps 1 to 4

Three lemmas share one skeleton. Strong induction by `WellFoundedLT.induction` supplies the claim for all smaller indices, `Finset.add_sum_erase` splits off the term that contains the diagonal entry of $L$ as `hsum`, and `hrest` settles the remaining sum by the cases of a smaller and a larger index $k$.

In `det_ne_zero_of_lower` (step 1) a vanishing determinant yields a nonzero $x$ with $Lx=0$, `hrest` shows that the remaining sum is zero, and $L_{ii}x_i = 0$ forces $x_i=0$. The rest of step 1 is `symm_posDef_of_cholesky`, where `hq` rewrites the quadratic form as $|L^Tx|^2$ and `hy` says $L^Tx \ne 0$.

In `factor_offDiagNonpos` (step 2) the statement `key` is ordered with the column index `j` first, so that the induction hypothesis covers every row of every earlier column. It is used twice per term, for $L_{ik}$ and for $L_{jk}$. The division by $L_{jj}$ is done by contradiction: $L_{ij}>0$ would make $L_{ij}L_{jj}>0$, which `linarith` refutes from `hsum`, `hrest` and `hSij`. The lemma `forward_substitution_nonneg` (step 3) closes in the same way, from $L_{ii}x_i<0$.

Step 4 is the body of the main theorem. There `hinv` applies step 3 to the column `fun k => L⁻¹ k j`, whose image under $L$ is a column of the identity with entries $0$ or $1$, and `hSinv` identifies $S^{-1}$ by exhibiting a right inverse.

## Two three-site examples

The theorem `cholesky_sign_pattern_witness` shows that `chainS`, a tridiagonal chain with diagonal $(1,2,2)$ and $-1$ between neighbours, has the factor `chainL` and meets the sign condition. Multiplying out, $L^{-1}$ has ones on and below the diagonal and $(S^{-1})_{ij} = 3 - \max(i,j)$.

The theorem `converse_fails` gives a factor `starL` with nonpositive off-diagonal entries whose product `starS` has $S_{12} = L_{10}L_{20} = (-1)(-1) = +1$. The signs of $L$ therefore do not determine those of $S$.

## Limits: a given factor, exact arithmetic, weak inequalities

The factor $L$ is given as a hypothesis. A symmetric positive definite matrix with nonpositive off-diagonal entries is called a Stieltjes matrix, and applying the theorems to one needs the existence of its Cholesky factor, which the file does not prove. Nor does it prove that a particular stencil or shifted Hamiltonian meets the hypotheses, apart from `chainS`. With periodic boundaries the grid Laplacian is singular, so it has no factor with positive diagonal.

All statements concern exact real numbers, so rounding, complex Hermitian matrices and incomplete factorisations are not treated. The conclusions are weak inequalities: a diagonal matrix $S$ with positive diagonal entries satisfies the hypotheses and has zeros off the diagonal of $S^{-1}$, so strict positivity of the Green's function, or of a ground state, does not follow. The size $n$ is any natural number; for $n=1$ the sign conditions on off-diagonal entries are empty and $S^{-1} = 1/L_{00}^2$, and for $n=0$ the matrices have no entries. The grid applications, the $\tilde L D \tilde L^{T}$ variant and the explicit inverse of the chain have no theorem in the file. They rest on the ordinary arguments given above and, for the grids, on two standard facts not proved here: the grid matrix of $-\nabla^2$ with $v = 0$ on the walls is positive definite, and every symmetric positive definite matrix has a Cholesky factor.
